# Coupling of norm at most b to states at or above U > 0 lowers zero-energy states by at most b²/U

When I diagonalise a small Hubbard cluster with Lanczos, the lowest Ritz value is an upper bound on the ground-state energy. To bracket that energy I also need a floor, and I would like to read it off the blocks of the matrix. The low-energy configurations sit at energy zero, hopping takes them into configurations costing at least U, and the Hamiltonian is

H = [[0, B], [B†, C]].

If ‖By‖ ≤ b‖y‖ for all y, and C ≥ U > 0, then every Rayleigh quotient of H should satisfy

⟨v|H|v⟩ / ⟨v|v⟩ ≥ (U − √(U² + 4b²))/2 ≥ −b²/U.

The last expression is the superexchange scale from second-order perturbation theory, here as an inequality with no remainder. Can this be proved in full, with a proof that Lean checks?

## The lower energy of a two-level system bounds the whole cluster

Yes. The proof completes one square and then chooses the best weight in it.

### From a completed square to −b²/U

Write v = (x, y), with x the low-energy and y the high-energy component. The two off-diagonal terms are complex conjugates, so

⟨v|H|v⟩ = 2 Re⟨x|By⟩ + ⟨y|C|y⟩.

For any ε > 0,

0 ≤ ‖εx + By‖²/ε = ε‖x‖² + 2 Re⟨x|By⟩ + ‖By‖²/ε.

With ‖By‖² ≤ b²‖y‖² and ⟨y|C|y⟩ ≥ U‖y‖² this gives

⟨v|H|v⟩ ≥ −ε‖x‖² + (U − b²/ε)‖y‖².

If b² ≤ ε(ε + U), the second coefficient is at least −ε, and therefore

⟨v|H|v⟩ ≥ −ε‖v‖².

The smallest useful ε solves ε² + Uε = b². It is ε = −E₋, where

E₋ = (U − √(U² + 4b²))/2, which satisfies E₋² = UE₋ + b².

When b = 0 and U ≥ 0 this root is zero and is not an allowed ε, but every larger ε is allowed, and the limit gives the same bound.

For U > 0, dividing the quadratic equation by U gives

E₋ = −b²/U + E₋²/U.

The last term is non-negative, so E₋ ≥ −b²/U. Since also E₋ ≤ 0, we have E₋² ≤ b⁴/U², and hence

−b²/U ≤ E₋ ≤ −b²/U + b⁴/U³.

### The Hubbard dimer with t = 2 and U = 15

Take two sites with one electron of each spin. There are two covalent states at energy 0 and two ionic states at energy U, and with a suitable choice of basis signs every hopping element between them is −t. Numbering components from 0,

By = −t(y₀ + y₁)(1, 1),

‖By‖² = 2t²|y₀ + y₁|² = 4t²‖y‖² − 2t²|y₀ − y₁|² ≤ 4t²‖y‖².

So b = 2t for t ≥ 0, and the floor is −4t²/U. For t = 2 and U = 15 we have b = 4, and

E₋ = (15 − √(225 + 64))/2 = (15 − 17)/2 = −1,

−b²/U = −16/15 ≈ −1.067.

The normalised state (4, 4, 1, 1)/√34 has energy exactly −1: the covalent rows give −2·(1 + 1) = −4, and the ionic rows give −2·(4 + 4) + 15 = −1. The sharper bound is attained here, and the superexchange estimate lies about 7 % below it.

### What the Lean statements say

`weight v` is ‖v‖², and `energy H v` is Re⟨v|H|v⟩ without normalisation. `clusterHamiltonian B C` is the block matrix above. Its index type `m ⊕ n` lists the low-energy states first, and `Sum.elim x y` is the vector (x, y). `lowerLevel U b` is E₋.

The main theorem, `cluster_lower_bound`, has two hypotheses. `hB` says that ‖By‖² ≤ b²‖y‖²: it caps the total hopping strength out of the high-energy sector, and the sign of b plays no role. `hC` says that Re⟨y|C|y⟩ ≥ U‖y‖²: each normalised high-energy state costs at least U. The conclusion is E₋‖v‖² ≤ Re⟨v|H|v⟩ for every v, which for v ≠ 0 is the Rayleigh-quotient bound. It holds for every real U and does not need C to be Hermitian. `superexchange_scale` adds U > 0 and places E₋ between −b²/U and −b²/U + b⁴/U³.

`eigenvalue_lower_bound` gives E₋ ≤ E for every real eigenvalue E; for Hermitian C all eigenvalues are real. `two_level_sharp` shows that E₋ cannot be improved in terms of U > 0 and b alone: the matrix [[0, b], [b, U]] meets both hypotheses with equality and has the eigenvector (E₋ − U, b), which is normalised by dividing by √((E₋ − U)² + b²).

The matrices are finite and the low-energy block is exactly zero. A block E₀·1 reduces to this case by shifting the energy zero, with U then measured from E₀. For a Hermitian block with internal splittings, take E₀ to be its lowest eigenvalue: replacing the block by E₀·1 can only lower ⟨v|H|v⟩, so the shifted bound still holds, though it need not be attained. The dimer enters as its 4×4 matrix, which is written down and not derived from creation and annihilation operators.

```lean
import Mathlib

open Matrix

namespace ClusterLowerBound

noncomputable section

variable {m n : Type*} [Fintype m] [Fintype n]

/-- The squared norm of a state vector. -/
def weight (v : n → ℂ) : ℝ := ∑ i, Complex.normSq (v i)

/-- The real part of the expectation value `⟨v|H|v⟩`, without normalisation. -/
def energy (H : Matrix n n ℂ) (v : n → ℂ) : ℝ := (star v ⬝ᵥ H *ᵥ v).re

/-- The cluster Hamiltonian with a zero block for the low-energy states, a block `C` for the
high-energy states, and the coupling `B` between them. -/
def clusterHamiltonian (B : Matrix m n ℂ) (C : Matrix n n ℂ) : Matrix (m ⊕ n) (m ⊕ n) ℂ :=
  Matrix.fromBlocks 0 B Bᴴ C

/-- The lower level of a two-level system with energies `0` and `U` and coupling `b`. -/
def lowerLevel (U b : ℝ) : ℝ := (U - √(U ^ 2 + 4 * b ^ 2)) / 2

/-- The energy of a cluster state is twice the real part of the coupling term plus the energy
of its high-energy component. -/
theorem energy_split (B : Matrix m n ℂ) (C : Matrix n n ℂ) (x : m → ℂ) (y : n → ℂ) :
    energy (clusterHamiltonian B C) (Sum.elim x y)
      = 2 * (star x ⬝ᵥ B *ᵥ y).re + energy C y := by
  have hs : ∀ (p : m → ℂ) (q : n → ℂ),
      star (Sum.elim x y) ⬝ᵥ Sum.elim p q = star x ⬝ᵥ p + star y ⬝ᵥ q := by
    intro p q
    simp [dotProduct, Fintype.sum_sum_type]
  -- the two off-diagonal terms are complex conjugates
  have h : star y ⬝ᵥ Bᴴ *ᵥ x = star (star x ⬝ᵥ B *ᵥ y) := by
    rw [Matrix.dotProduct_mulVec, ← Matrix.star_mulVec]
    simp only [dotProduct, star_sum, star_mul, star_star, Pi.star_apply]
  unfold energy clusterHamiltonian
  rw [Matrix.fromBlocks_mulVec, hs, Sum.elim_comp_inl, Sum.elim_comp_inr,
    Matrix.zero_mulVec, zero_add, dotProduct_add, h, Complex.add_re, Complex.add_re,
    Complex.star_def, Complex.conj_re]
  ring

/-- For every `ε > 0`, the coupling term between two vectors is bounded below by minus the sum of
their squared norms, weighted with `ε` and `1/ε`. -/
theorem coupling_bound {ε : ℝ} (hε : 0 < ε) (x w : m → ℂ) :
    -(ε * weight x + weight w / ε) ≤ 2 * (star x ⬝ᵥ w).re := by
  have point : ∀ a c : ℂ,
      -(ε * Complex.normSq a + Complex.normSq c / ε) ≤ 2 * (star a * c).re := by
    intro a c
    -- complete the square
    have h0 : 0 ≤ ((ε * a.re + c.re) ^ 2 + (ε * a.im + c.im) ^ 2) / ε := by positivity
    have e : ((ε * a.re + c.re) ^ 2 + (ε * a.im + c.im) ^ 2) / ε
        = ε * Complex.normSq a + Complex.normSq c / ε + 2 * (star a * c).re := by
      simp only [Complex.normSq_apply, Complex.star_def, Complex.mul_re, Complex.conj_re,
        Complex.conj_im]
      field_simp
      ring
    linarith
  have h := Finset.sum_le_sum (fun i (_ : i ∈ Finset.univ) => point (x i) (w i))
  simp only [Finset.sum_neg_distrib, Finset.sum_add_distrib, ← Finset.mul_sum,
    ← Finset.sum_div] at h
  unfold weight dotProduct
  rw [Complex.re_sum]
  exact h

/-- If the coupling is bounded by `b`, the high-energy block by `U` from below, and `ε > 0`
satisfies `b² ≤ ε(ε + U)`, then the energy is at least `-ε` times the squared norm. -/
theorem trial_bound {B : Matrix m n ℂ} {C : Matrix n n ℂ} {U b ε : ℝ}
    (hB : ∀ y, weight (B *ᵥ y) ≤ b ^ 2 * weight y)
    (hC : ∀ y, U * weight y ≤ energy C y)
    (hε : 0 < ε) (hb : b ^ 2 ≤ ε * (ε + U)) (v : m ⊕ n → ℂ) :
    -ε * weight v ≤ energy (clusterHamiltonian B C) v := by
  have key : ∀ (x : m → ℂ) (y : n → ℂ),
      -ε * weight (Sum.elim x y) ≤ energy (clusterHamiltonian B C) (Sum.elim x y) := by
    intro x y
    have hw : weight (Sum.elim x y) = weight x + weight y := by
      simp [weight, Fintype.sum_sum_type]
    have hy : 0 ≤ weight y := Finset.sum_nonneg fun i _ => Complex.normSq_nonneg _
    have h1 := coupling_bound hε x (B *ᵥ y)
    have h2 : weight (B *ᵥ y) / ε ≤ (ε + U) * weight y := by
      rw [div_le_iff₀ hε]
      nlinarith [hB y, mul_le_mul_of_nonneg_right hb hy]
    rw [energy_split, hw]
    nlinarith [hC y]
  have h := key (v ∘ Sum.inl) (v ∘ Sum.inr)
  rwa [Sum.elim_comp_inl_inr] at h

/-- The lower level solves the secular equation `E² = UE + b²` and lies at or below both
uncoupled energies `0` and `U`. -/
theorem lowerLevel_secular (U b : ℝ) :
    lowerLevel U b ^ 2 = U * lowerLevel U b + b ^ 2 ∧
      lowerLevel U b ≤ 0 ∧ lowerLevel U b ≤ U := by
  have hs : √(U ^ 2 + 4 * b ^ 2) ^ 2 = U ^ 2 + 4 * b ^ 2 := Real.sq_sqrt (by positivity)
  have ha : |U| ≤ √(U ^ 2 + 4 * b ^ 2) := Real.abs_le_sqrt (by nlinarith [sq_nonneg b])
  have h1 := le_abs_self U
  have h2 := neg_abs_le U
  unfold lowerLevel
  refine ⟨by linear_combination hs / 4, by linarith, by linarith⟩

/-- If the coupling is bounded by `b` and the high-energy block by `U` from below, the energy
of every cluster state is at least the lower two-level energy times its squared norm. -/
theorem cluster_lower_bound {B : Matrix m n ℂ} {C : Matrix n n ℂ} {U b : ℝ}
    (hB : ∀ y, weight (B *ᵥ y) ≤ b ^ 2 * weight y)
    (hC : ∀ y, U * weight y ≤ energy C y) (v : m ⊕ n → ℂ) :
    lowerLevel U b * weight v ≤ energy (clusterHamiltonian B C) v := by
  obtain ⟨hr, h0, hU⟩ := lowerLevel_secular U b
  have hv : 0 ≤ weight v := Finset.sum_nonneg fun i _ => Complex.normSq_nonneg _
  -- approach the optimal trial value from above
  refine le_of_forall_pos_le_add fun δ hδ => ?_
  have hd : 0 < δ / (weight v + 1) := by positivity
  have he : δ / (weight v + 1) * (weight v + 1) = δ := div_mul_cancel₀ _ (by positivity)
  generalize δ / (weight v + 1) = d at hd he
  have h := trial_bound hB hC (ε := -lowerLevel U b + d) (by linarith)
    (by nlinarith [mul_nonneg hd.le (neg_nonneg.mpr h0),
          mul_nonneg hd.le (sub_nonneg.mpr hU), sq_nonneg d]) v
  nlinarith

/-- For `U > 0` the lower level is at least `-b²/U`, and exceeds it by at most `b⁴/U³`. -/
theorem superexchange_scale {U : ℝ} (hU : 0 < U) (b : ℝ) :
    -(b ^ 2 / U) ≤ lowerLevel U b ∧
      lowerLevel U b ≤ -(b ^ 2 / U) + b ^ 4 / U ^ 3 := by
  obtain ⟨hr, h0, -⟩ := lowerLevel_secular U b
  generalize lowerLevel U b = L at hr h0
  have e : b ^ 2 / U = L ^ 2 / U - L := by
    rw [div_eq_iff hU.ne', sub_mul, div_mul_cancel₀ _ hU.ne']
    linarith
  have h1 : 0 ≤ L ^ 2 / U := by positivity
  have h2 : L ^ 2 / U ≤ b ^ 4 / U ^ 3 := by
    have hsq : (-(U * L)) ^ 2 ≤ (b ^ 2) ^ 2 :=
      pow_le_pow_left₀ (by nlinarith) (by nlinarith [sq_nonneg L]) 2
    rw [div_le_div_iff₀ hU (by positivity)]
    nlinarith [mul_le_mul_of_nonneg_right hsq hU.le]
  constructor <;> linarith

/-- In an eigenstate with real eigenvalue `E` the energy is `E` times the squared norm. -/
theorem energy_of_eigenstate {H : Matrix n n ℂ} {v : n → ℂ} {E : ℝ}
    (h : H *ᵥ v = (E : ℂ) • v) : energy H v = E * weight v := by
  unfold energy weight
  rw [h, dotProduct_smul, smul_eq_mul, Complex.re_ofReal_mul]
  congr 1
  simp only [dotProduct, Complex.re_sum, Pi.star_apply, Complex.star_def, Complex.mul_re,
    Complex.conj_re, Complex.conj_im, Complex.normSq_apply, neg_mul, sub_neg_eq_add]

/-- With coupling bounded by `b` and high-energy block bounded below by `U`, every real
eigenvalue of the cluster Hamiltonian is at least the lower two-level energy. -/
theorem eigenvalue_lower_bound {B : Matrix m n ℂ} {C : Matrix n n ℂ} {U b E : ℝ}
    (hB : ∀ y, weight (B *ᵥ y) ≤ b ^ 2 * weight y)
    (hC : ∀ y, U * weight y ≤ energy C y) {v : m ⊕ n → ℂ} (hv : v ≠ 0)
    (h : clusterHamiltonian B C *ᵥ v = (E : ℂ) • v) : lowerLevel U b ≤ E := by
  obtain ⟨i, hi⟩ := Function.ne_iff.mp hv
  have hpos : 0 < weight v := Finset.sum_pos' (fun j _ => Complex.normSq_nonneg _)
    ⟨i, Finset.mem_univ i, Complex.normSq_pos.mpr hi⟩
  have hb := cluster_lower_bound hB hC v
  rw [energy_of_eigenstate h] at hb
  exact le_of_mul_le_mul_right hb hpos

/-- For `U > 0`, the two-level cluster with coupling `b` and upper energy `U` meets both block
bounds with equality and has the lower level as an eigenvalue, with the eigenvector shown. -/
theorem two_level_sharp {U : ℝ} (hU : 0 < U) (b : ℝ) :
    let B : Matrix (Fin 1) (Fin 1) ℂ := !![(b : ℂ)]
    let C : Matrix (Fin 1) (Fin 1) ℂ := !![(U : ℂ)]
    let v : Fin 1 ⊕ Fin 1 → ℂ :=
      Sum.elim (fun _ => ((lowerLevel U b - U : ℝ) : ℂ)) (fun _ => (b : ℂ))
    (∀ y, weight (B *ᵥ y) = b ^ 2 * weight y) ∧ (∀ y, energy C y = U * weight y) ∧
      v ≠ 0 ∧ clusterHamiltonian B C *ᵥ v = (lowerLevel U b : ℂ) • v := by
  intro B C v
  obtain ⟨hr, h0, -⟩ := lowerLevel_secular U b
  have hc : (lowerLevel U b : ℂ) ^ 2 = U * lowerLevel U b + b ^ 2 := by exact_mod_cast hr
  refine ⟨fun y => ?_, fun y => ?_, fun h => ?_, ?_⟩
  · simp [B, weight, Matrix.mulVec, dotProduct, sq]
  · apply energy_of_eigenstate
    ext i
    fin_cases i
    simp [C, Matrix.mulVec, dotProduct]
  · have h1 : ((lowerLevel U b - U : ℝ) : ℂ) = 0 := congrFun h (Sum.inl 0)
    have h2 := Complex.ofReal_eq_zero.mp h1
    linarith
  · -- both components reduce to the secular equation or an identity
    ext i
    rcases i with i | i <;> fin_cases i
    · simp [clusterHamiltonian, B, C, v, Matrix.mulVec, dotProduct]
      linear_combination -hc
    · simp [clusterHamiltonian, B, C, v, Matrix.mulVec, dotProduct]
      ring

/-- The half-filled two-site Hubbard model with one electron of each spin: two covalent states
at energy `0`, two ionic states at energy `U`, and hopping amplitude `-t` between them. -/
def hubbardDimer (t U : ℝ) : Matrix (Fin 2 ⊕ Fin 2) (Fin 2 ⊕ Fin 2) ℂ :=
  clusterHamiltonian (Matrix.of fun _ _ => -(t : ℂ)) ((U : ℂ) • 1)

/-- For repulsion `U > 0`, the energy of every state of the half-filled Hubbard dimer with one
electron of each spin is at least `-4t²/U` times its squared norm. -/
theorem hubbardDimer_bound {U : ℝ} (hU : 0 < U) (t : ℝ) (v : Fin 2 ⊕ Fin 2 → ℂ) :
    -(4 * t ^ 2 / U) * weight v ≤ energy (hubbardDimer t U) v := by
  have hv : 0 ≤ weight v := Finset.sum_nonneg fun i _ => Complex.normSq_nonneg _
  -- the hopping block has norm at most 2t
  have hB : ∀ y : Fin 2 → ℂ, weight ((Matrix.of fun _ _ => -(t : ℂ) :
      Matrix (Fin 2) (Fin 2) ℂ) *ᵥ y) ≤ (2 * t) ^ 2 * weight y := by
    intro y
    simp only [weight, Fin.sum_univ_two, Matrix.mulVec, dotProduct, Matrix.of_apply,
      Complex.normSq_apply, Complex.add_re, Complex.add_im, Complex.mul_re, Complex.mul_im,
      Complex.neg_re, Complex.neg_im, Complex.ofReal_re, Complex.ofReal_im]
    nlinarith [sq_nonneg (t * ((y 0).re - (y 1).re)), sq_nonneg (t * ((y 0).im - (y 1).im))]
  have hC : ∀ y : Fin 2 → ℂ,
      U * weight y ≤ energy ((U : ℂ) • (1 : Matrix (Fin 2) (Fin 2) ℂ)) y := fun y =>
    (energy_of_eigenstate (by rw [Matrix.smul_mulVec, Matrix.one_mulVec])).ge
  have hs := (superexchange_scale hU (2 * t)).1
  rw [show (2 * t) ^ 2 = 4 * t ^ 2 by ring] at hs
  exact (mul_le_mul_of_nonneg_right hs hv).trans (cluster_lower_bound hB hC v)

end

end ClusterLowerBound
```

```lean
#print axioms ClusterLowerBound.cluster_lower_bound
#print axioms ClusterLowerBound.eigenvalue_lower_bound
#print axioms ClusterLowerBound.two_level_sharp
#print axioms ClusterLowerBound.hubbardDimer_bound
```

```
'ClusterLowerBound.cluster_lower_bound' depends on axioms: [propext, Classical.choice, Quot.sound]
'ClusterLowerBound.eigenvalue_lower_bound' depends on axioms: [propext, Classical.choice, Quot.sound]
'ClusterLowerBound.two_level_sharp' depends on axioms: [propext, Classical.choice, Quot.sound]
'ClusterLowerBound.hubbardDimer_bound' depends on axioms: [propext, Classical.choice, Quot.sound]
```

### How the lemmas assemble the bound

`energy_split` is the first displayed identity of the derivation. Its step `h` shows that the two off-diagonal terms are conjugates, so their real parts add.

`coupling_bound` completes the square one component at a time, in `point`, and sums over the components. `trial_bound` then inserts the two hypotheses. Its step `h2` is the inequality ‖By‖²/ε ≤ (ε + U)‖y‖², which is where b² ≤ ε(ε + U) enters.

`lowerLevel_secular` proves the quadratic equation for E₋ together with E₋ ≤ 0 and E₋ ≤ U. The two inequalities come from |U| ≤ √(U² + 4b²).

`cluster_lower_bound` takes the limit in all cases at once. It suffices to prove the bound with an arbitrary error δ > 0, so the proof sets d = δ/(‖v‖² + 1) and uses ε = −E₋ + d. This ε is admissible because

ε(ε + U) = b² + d(−E₋) + d(U − E₋) + d²,

and every term after b² is non-negative. The resulting loss, d‖v‖², is at most δ.

`superexchange_scale` rewrites b²/U as E₋²/U − E₋ and bounds E₋²/U from both sides. For eigenvalues, `energy_of_eigenstate` turns the energy into E‖v‖², and the positive factor ‖v‖² is cancelled. In `two_level_sharp`, the first row of the eigenvalue equation is the quadratic equation for E₋ and the second is an identity; U > 0 makes E₋ − U negative, so the vector is nonzero even at b = 0.

`hubbardDimer_bound` verifies `hB` with 2t in place of b. The squares handed to `nlinarith` are those of the real and imaginary parts of t(y₀ − y₁); twice their sum is the term discarded in the dimer calculation above. It then chains the superexchange estimate with the main theorem.

### Computing the floor in a diagonalisation code

For a finite cluster whose low-energy block vanishes, the bound closes the bracket that a variational or Lanczos energy leaves open below. At half filling, the Hubbard configurations without double occupancy form such a block, because every hop out of them creates a doubly occupied site.

The number to use for U is a lower bound on the spectrum of C. On larger clusters it is generally smaller than the Hubbard repulsion, because C also contains hopping among the excited configurations. For b, any upper bound on the largest singular value of B will do. A cheap one is

b² = (largest absolute row sum of B) · (largest absolute column sum of B),

which for the dimer gives 4t². Iterative estimates need a margin, since Lanczos approaches the largest singular value from below and the smallest eigenvalue of C from above.

At large U the formula for E₋ subtracts two nearly equal numbers. For U > 0 the equivalent form

E₋ = −2b²/(U + √(U² + 4b²))

avoids that cancellation in floating point.
